# The Petermann factor of two one-way-coupled modes with distinct eigenvalues

Q: Show me non-orthogonality at work before any formalism.

A: Take $M=\begin{pmatrix}1&1\\0&0\end{pmatrix}$, with eigenvalues 1 and 0. For eigenvalue 1 the right eigenvector is $(1,0)^T$ and the left one, as a row, is $(1,1)$. Normalised, their overlap is $1/\sqrt2$, and its inverse square, the Petermann factor, is 2. Move the lower eigenvalue from 0 up to $1-\varepsilon$, with $0<\varepsilon<1$: the row becomes $(1,1/\varepsilon)$ and the factor $1+1/\varepsilon^2$. The coupling stays fixed while the left mode turns away from the right one.

Q: And for general entries?

A: Let $M=\begin{pmatrix}a&c\\0&b\end{pmatrix}$ with $a\neq b$, and number components from 0. The right equation $Mr=ar$ has second row $br_1=ar_1$, so $r_1=0$ and, since $r\neq0$, $r_0\neq0$. The left equation $l^\dagger M=a\,l^\dagger$ has second column
$$l_0^*c+l_1^*b=a\,l_1^*,\qquad\text{so}\qquad l_1^*(a-b)=l_0^*c.$$
If $l_0$ vanished, so would $l_1$; hence $l_0\neq0$. The overlap $\langle l,r\rangle=l_0^*r_0$ is therefore nonzero, and $|l_1|=|l_0||c|/|a-b|$ gives
$$K=\frac{\|l\|^2\|r\|^2}{|\langle l,r\rangle|^2}=\frac{(|l_0|^2+|l_1|^2)|r_0|^2}{|l_0|^2|r_0|^2}=1+\frac{|c|^2}{|a-b|^2}.$$

Q: Does the code mean the same matrix and the same norm?

A: Yes. `modeMatrix` is $M$, and a mode is a function `Fin 2 → ℂ`.

```lean
import Mathlib

open Filter Topology Matrix

namespace PetermannFactor

noncomputable section

/-- Two modes with complex eigenvalues `a` and `b` and a one-way coupling `c`. -/
def modeMatrix (a b c : ℂ) : Matrix (Fin 2) (Fin 2) ℂ := !![a, c; 0, b]
```

`intensity` is the squared Euclidean norm, written out as a sum.

```lean
/-- The squared norm of a two-component mode. -/
def intensity (v : Fin 2 → ℂ) : ℝ := ∑ i, ‖v i‖ ^ 2
```

Q: Where does the complex conjugate go?

A: On the left mode, through `star`, both in the overlap and in the left eigenvalue equation. The eigenvalue itself is not conjugated.

```lean
/-- The Hermitian overlap of a left mode with a right mode. -/
def overlap (l r : Fin 2 → ℂ) : ℂ := star l ⬝ᵥ r

/-- The Petermann factor: the product of squared norms over the squared modulus of the overlap. -/
def petermann (l r : Fin 2 → ℂ) : ℝ :=
  intensity l * intensity r / ‖overlap l r‖ ^ 2

/-- `r` is a nonzero right eigenvector of `M` with eigenvalue `z`. -/
def IsRightMode (M : Matrix (Fin 2) (Fin 2) ℂ) (z : ℂ) (r : Fin 2 → ℂ) : Prop :=
  r ≠ 0 ∧ M *ᵥ r = z • r

/-- `l` is a nonzero left eigenvector of `M` with eigenvalue `z`, acting as a bra. -/
def IsLeftMode (M : Matrix (Fin 2) (Fin 2) ℂ) (z : ℂ) (l : Fin 2 → ℂ) : Prop :=
  l ≠ 0 ∧ star l ᵥ* M = z • star l
```

Neither vector need be normalised: rescaling either one leaves $K$ unchanged.

Q: Could $K$ have been defined without choosing eigenvectors?

A: Yes, as the squared operator norm of the spectral projector $rl^\dagger/\langle l,r\rangle$. For the eigenvalue $a$ this projector is also $(M-bI)/(a-b)$, which involves no eigenvectors, so independence of the choice would be built in. Here the theorem quantifies over all eigenvectors instead.

Q: How does the proof begin?

A: By reading off the component equations, then recording that a vector with two zero components is zero. The lemma `ratio` is the final cancellation, with $x=|l_0|$, $y=|l_1|$, $p=|r_0|$, $d=|a-b|$ and $g=|c|$.

```lean
/-- The two component equations obeyed by a right mode. -/
theorem right_components {a b c z : ℂ} {r : Fin 2 → ℂ}
    (h : IsRightMode (modeMatrix a b c) z r) :
    a * r 0 + c * r 1 = z * r 0 ∧ b * r 1 = z * r 1 := by
  constructor
  · simpa [modeMatrix, Matrix.mulVec, dotProduct, Fin.sum_univ_two] using congrFun h.2 0
  · simpa [modeMatrix, Matrix.mulVec, dotProduct, Fin.sum_univ_two] using congrFun h.2 1

/-- The two component equations obeyed by a left mode. -/
theorem left_components {a b c z : ℂ} {l : Fin 2 → ℂ}
    (h : IsLeftMode (modeMatrix a b c) z l) :
    star (l 0) * a = z * star (l 0) ∧
      star (l 0) * c + star (l 1) * b = z * star (l 1) := by
  constructor
  · simpa [modeMatrix, Matrix.vecMul, dotProduct, Fin.sum_univ_two] using congrFun h.2 0
  · simpa [modeMatrix, Matrix.vecMul, dotProduct, Fin.sum_univ_two] using congrFun h.2 1

private lemma vec_zero {v : Fin 2 → ℂ} (h0 : v 0 = 0) (h1 : v 1 = 0) : v = 0 :=
  funext (Fin.forall_fin_two.mpr ⟨h0, h1⟩)

private lemma ratio {x y p d g : ℝ} (hx : x ≠ 0) (hp : p ≠ 0) (hd : d ≠ 0)
    (h : y * d = x * g) :
    (x ^ 2 + y ^ 2) * p ^ 2 / (x * p) ^ 2 = 1 + g ^ 2 / d ^ 2 := by
  have hy : y = x * g / d := eq_div_of_mul_eq hd h
  rw [hy]
  field_simp
```

Q: Does the main theorem establish the nonzero overlap, or assume it?

A: It establishes it, together with the formula, from $a\neq b$ and the two eigenvector conditions. `linear_combination` rearranges the component equations, `hmix` is the relation between $l_1$ and $l_0$, and `hnorm` takes its modulus.

```lean
/-- For distinct eigenvalues, any left and right modes of `a` overlap, and their Petermann
factor is `1 + |c|² / |a - b|²`. -/
theorem petermann_eq {a b c : ℂ} (hab : a ≠ b) {l r : Fin 2 → ℂ}
    (hl : IsLeftMode (modeMatrix a b c) a l) (hr : IsRightMode (modeMatrix a b c) a r) :
    overlap l r ≠ 0 ∧ petermann l r = 1 + ‖c‖ ^ 2 / ‖a - b‖ ^ 2 := by
  have hd : a - b ≠ 0 := sub_ne_zero.mpr hab
  -- the right mode lives entirely in the first component
  have hr1 : r 1 = 0 := by
    have h : (a - b) * r 1 = 0 := by linear_combination -(right_components hr).2
    exact (mul_eq_zero.mp h).resolve_left hd
  have hr0 : r 0 ≠ 0 := fun h => hr.1 (vec_zero h hr1)
  -- the coupling mixes the second component into the left mode
  have hmix : star (l 1) * (a - b) = star (l 0) * c := by
    linear_combination -(left_components hl).2
  have hl0 : l 0 ≠ 0 := by
    intro h
    rw [h, star_zero, zero_mul] at hmix
    exact hl.1 (vec_zero h (star_eq_zero.mp ((mul_eq_zero.mp hmix).resolve_right hd)))
  have hnorm : ‖l 1‖ * ‖a - b‖ = ‖l 0‖ * ‖c‖ := by
    simpa only [norm_mul, norm_star] using congrArg norm hmix
  have ho : overlap l r = star (l 0) * r 0 := by
    simp [overlap, dotProduct, Fin.sum_univ_two, hr1]
  have hnr : intensity r = ‖r 0‖ ^ 2 := by simp [intensity, Fin.sum_univ_two, hr1]
  have hnl : intensity l = ‖l 0‖ ^ 2 + ‖l 1‖ ^ 2 := by simp [intensity, Fin.sum_univ_two]
  refine ⟨by rw [ho]; exact mul_ne_zero (star_ne_zero.mpr hl0) hr0, ?_⟩
  rw [petermann, ho, hnr, hnl, norm_mul, norm_star]
  exact ratio (norm_ne_zero_iff.mpr hl0) (norm_ne_zero_iff.mpr hr0)
    (norm_ne_zero_iff.mpr hd) hnorm
```

Q: What about the mode at $b$?

A: The roles swap: $l_0=0$ and $r_0(a-b)=-r_1c$. The same cancellation gives the same factor.

```lean
/-- The modes of the other eigenvalue `b` also overlap and have the same Petermann factor. -/
theorem petermann_eq_partner {a b c : ℂ} (hab : a ≠ b) {l r : Fin 2 → ℂ}
    (hl : IsLeftMode (modeMatrix a b c) b l) (hr : IsRightMode (modeMatrix a b c) b r) :
    overlap l r ≠ 0 ∧ petermann l r = 1 + ‖c‖ ^ 2 / ‖a - b‖ ^ 2 := by
  have hd : a - b ≠ 0 := sub_ne_zero.mpr hab
  -- now the left mode is simple and the right mode is mixed
  have hl0 : l 0 = 0 := by
    have h : star (l 0) * (a - b) = 0 := by linear_combination (left_components hl).1
    exact star_eq_zero.mp ((mul_eq_zero.mp h).resolve_right hd)
  have hl1 : l 1 ≠ 0 := fun h => hl.1 (vec_zero hl0 h)
  have hmix : r 0 * (a - b) = -(r 1 * c) := by
    linear_combination (right_components hr).1
  have hr1 : r 1 ≠ 0 := by
    intro h
    rw [h, zero_mul, neg_zero] at hmix
    exact hr.1 (vec_zero ((mul_eq_zero.mp hmix).resolve_right hd) h)
  have hnorm : ‖r 0‖ * ‖a - b‖ = ‖r 1‖ * ‖c‖ := by
    simpa only [norm_mul, norm_neg] using congrArg norm hmix
  have ho : overlap l r = star (l 1) * r 1 := by
    simp [overlap, dotProduct, Fin.sum_univ_two, hl0]
  have hnl : intensity l = ‖l 1‖ ^ 2 := by simp [intensity, Fin.sum_univ_two, hl0]
  have hnr : intensity r = ‖r 0‖ ^ 2 + ‖r 1‖ ^ 2 := by simp [intensity, Fin.sum_univ_two]
  refine ⟨by rw [ho]; exact mul_ne_zero (star_ne_zero.mpr hl1) hr1, ?_⟩
  rw [petermann, ho, hnr, hnl, norm_mul, norm_star,
    ← ratio (norm_ne_zero_iff.mpr hr1) (norm_ne_zero_iff.mpr hl1)
      (norm_ne_zero_iff.mpr hd) hnorm]
  ring
```

Q: When is there no enhancement?

A: $K=1$ forces $c=0$, and a diagonal matrix commutes with its adjoint. Conversely, the upper left entries of $MM^\dagger$ and $M^\dagger M$ are $|a|^2+|c|^2$ and $|a|^2$, so commuting forces $c=0$.

```lean
/-- For distinct eigenvalues the Petermann factor is one exactly when the matrix commutes
with its adjoint. -/
theorem petermann_eq_one_iff_normal {a b c : ℂ} (hab : a ≠ b) {l r : Fin 2 → ℂ}
    (hl : IsLeftMode (modeMatrix a b c) a l) (hr : IsRightMode (modeMatrix a b c) a r) :
    petermann l r = 1 ↔
      modeMatrix a b c * (modeMatrix a b c)ᴴ = (modeMatrix a b c)ᴴ * modeMatrix a b c := by
  have hd : ‖a - b‖ ^ 2 ≠ 0 := pow_ne_zero 2 (norm_ne_zero_iff.mpr (sub_ne_zero.mpr hab))
  rw [(petermann_eq hab hl hr).2]
  constructor
  · intro h
    have h0 : ‖c‖ ^ 2 / ‖a - b‖ ^ 2 = 0 := by linarith
    have hc : c = 0 :=
      norm_eq_zero.mp (pow_eq_zero_iff two_ne_zero |>.mp ((div_eq_zero_iff.mp h0).resolve_right hd))
    rw [hc]
    ext i j
    fin_cases i <;> fin_cases j <;>
      simp [modeMatrix, Matrix.mul_apply, Fin.sum_univ_two, mul_comm]
  · intro h
    -- the upper left entry of the commutator is |c|²
    have h0 : a * star a + c * star c = star a * a := by
      simpa [modeMatrix, Matrix.mul_apply, Fin.sum_univ_two] using congrFun (congrFun h 0) 0
    have h1 : c * star c = 0 := by linear_combination h0
    have hc : c = 0 := (mul_eq_zero.mp h1).elim id star_eq_zero.mp
    simp [hc]
```

Q: Could the divergence depend on how I pick the eigenvectors?

A: No. `l` and `r` are arbitrary functions of $b$, not assumed continuous, that supply modes at each $b\neq a$. For fixed $c\neq0$, $|a-b|^2$ tends to zero through positive values, so its inverse, and with it $K$, tends to infinity. The limit `𝓝[≠] a` allows any approach in the complex plane and excludes $b=a$.

```lean
/-- With nonzero coupling, the Petermann factor diverges as `b` approaches `a`, whichever
eigenvectors are chosen along the way. -/
theorem petermann_diverges {a c : ℂ} (hc : c ≠ 0) (l r : ℂ → Fin 2 → ℂ)
    (hl : ∀ b, b ≠ a → IsLeftMode (modeMatrix a b c) a (l b))
    (hr : ∀ b, b ≠ a → IsRightMode (modeMatrix a b c) a (r b)) :
    Tendsto (fun b => petermann (l b) (r b)) (𝓝[≠] a) atTop := by
  have hcont : Continuous (fun b : ℂ => ‖a - b‖ ^ 2) := by fun_prop
  -- the squared splitting tends to zero through positive values
  have hd : Tendsto (fun b : ℂ => ‖a - b‖ ^ 2) (𝓝[≠] a) (𝓝[>] 0) := by
    refine tendsto_nhdsWithin_iff.mpr
      ⟨(hcont.tendsto' a 0 (by simp)).mono_left nhdsWithin_le_nhds, ?_⟩
    filter_upwards [self_mem_nhdsWithin] with b hb
    exact pow_pos (norm_pos_iff.mpr (sub_ne_zero.mpr (Ne.symm hb))) 2
  have hinv : Tendsto (fun b : ℂ => (‖a - b‖ ^ 2)⁻¹) (𝓝[≠] a) atTop :=
    tendsto_inv_nhdsGT_zero.comp hd
  have h : Tendsto (fun b : ℂ => 1 + ‖c‖ ^ 2 * (‖a - b‖ ^ 2)⁻¹) (𝓝[≠] a) atTop :=
    tendsto_atTop_add_const_left _ _
      (hinv.const_mul_atTop (pow_pos (norm_pos_iff.mpr hc) 2))
  refine h.congr' ?_
  filter_upwards [self_mem_nhdsWithin] with b hb
  rw [(petermann_eq (Ne.symm hb) (hl b hb) (hr b hb)).2, div_eq_mul_inv]
```

Q: And at coalescence itself?

A: The equations become $cr_1=0$ and $l_0^*c=0$, so for $c\neq0$ the modes occupy different components and are orthogonal. The theorem states the zero overlap rather than a value of `petermann`, because Lean would evaluate that quotient as 0.

```lean
/-- When the eigenvalues coincide and the coupling is nonzero, every left mode is orthogonal
to every right mode. -/
theorem overlap_eq_zero_of_coalescence {a c : ℂ} (hc : c ≠ 0) {l r : Fin 2 → ℂ}
    (hl : IsLeftMode (modeMatrix a a c) a l) (hr : IsRightMode (modeMatrix a a c) a r) :
    overlap l r = 0 := by
  have h1 : c * r 1 = 0 := by linear_combination (right_components hr).1
  have h2 : star (l 0) * c = 0 := by linear_combination (left_components hl).2
  have hr1 : r 1 = 0 := (mul_eq_zero.mp h1).resolve_left hc
  have hl0 : l 0 = 0 := star_eq_zero.mp ((mul_eq_zero.mp h2).resolve_right hc)
  simp [overlap, dotProduct, Fin.sum_univ_two, hr1, hl0]
```

Q: Do such modes exist for every $a\neq b$?

A: Yes: the row $(1,c/(a-b))$ and the column $(1,0)^T$. The code stores the conjugate of the row, and the proof checks both equations by components.

```lean
/-- Explicit left and right modes with eigenvalue `a`, for any coupling and any `b ≠ a`. -/
theorem modes_witness {a b : ℂ} (c : ℂ) (hab : a ≠ b) :
    IsLeftMode (modeMatrix a b c) a ![1, star (c / (a - b))] ∧
      IsRightMode (modeMatrix a b c) a ![1, 0] := by
  have hd : a - b ≠ 0 := sub_ne_zero.mpr hab
  have hq : c + c / (a - b) * b = a * (c / (a - b)) := by
    field_simp
    ring
  generalize c / (a - b) = q at hq ⊢
  have hs : star ![1, star q] = ![1, q] := by
    funext i
    fin_cases i <;> simp
  refine ⟨⟨fun h => by simpa using congrFun h 0, ?_⟩,
    ⟨fun h => by simpa using congrFun h 0, ?_⟩⟩
  · rw [hs]
    funext i
    fin_cases i
    · simp [modeMatrix, Matrix.vecMul, dotProduct, Fin.sum_univ_two]
    · simpa [modeMatrix, Matrix.vecMul, dotProduct, Fin.sum_univ_two] using hq
  · funext i
    fin_cases i <;> simp [modeMatrix, Matrix.mulVec, dotProduct, Fin.sum_univ_two]

end

end PetermannFactor
```

```lean
#print axioms PetermannFactor.petermann_eq_partner
#print axioms PetermannFactor.petermann_eq_one_iff_normal
#print axioms PetermannFactor.petermann_diverges
#print axioms PetermannFactor.overlap_eq_zero_of_coalescence
```

```
'PetermannFactor.petermann_eq_partner' depends on axioms: [propext, Classical.choice, Quot.sound]
'PetermannFactor.petermann_eq_one_iff_normal' depends on axioms: [propext, Classical.choice, Quot.sound]
'PetermannFactor.petermann_diverges' depends on axioms: [propext, Classical.choice, Quot.sound]
'PetermannFactor.overlap_eq_zero_of_coalescence' depends on axioms: [propext, Classical.choice, Quot.sound]
```

Q: What physics does this reach, then?

A: For a non-Hermitian effective Hamiltonian of two resonances with one-way coupling, with $a\neq b$, a perturbation $V$ shifts an eigenvalue at first order by $\langle l,Vr\rangle/\langle l,r\rangle$, whose modulus is at most $\sqrt K$ times the operator norm of $V$; this perturbative step is not proved in the code. Two-way coupling, more modes, and the laser noise theory in which $K$ multiplies the linewidth are not treated.
